# A separable repulsion built on a nodeless eigenstate and stronger than the gap to the next level puts a state with a node below it

Take two sites with the Hamiltonian

\[
T=\begin{pmatrix}2&-1\\-1&2\end{pmatrix}.
\]

Its ground state \(v=(1,1)/\sqrt2\) has energy 1, and the state \((1,-1)/\sqrt2\), which changes sign, has energy 3. Adding \(s\,vv^{\mathsf T}\) gives

\[
T+s\,vv^{\mathsf T}=\begin{pmatrix}2+s/2&-1+s/2\\-1+s/2&2+s/2\end{pmatrix}.
\]

The same two vectors remain eigenvectors, now with energies \(1+s\) and 3. For \(s>2\) the state with the node is the ground state.

A norm-conserving pseudopotential is normally built around a reference state whose radial part has no nodes, and a ghost state is a spurious level that its separable form can introduce, possibly below that reference. The model here shows one such reordering for a single particle on finitely many sites, with the reference eigenstate itself as projector. The number \(s\) is the strength of the separable term, in units of energy.

## The level crossing in general

Let \(T\) be a real symmetric matrix, and let \(v\) be normalised with \(Tv=E_0v\). Let \(u\neq0\) be orthogonal to \(v\), with \(Tu=E_1u\), and suppose that \(u\) is lowest in energy among the states orthogonal to \(v\). Write \(H=T+s\,vv^{\mathsf T}\). Since \(Hx=Tx+s(v\cdot x)v\),

\[
Hv=(E_0+s)v,\qquad Hu=E_1u .
\]

To find which state is lowest, split a trial state as \(x=av+w\), with \(a=v\cdot x\) and \(v\cdot w=0\). Then \(w\cdot w=x\cdot x-a^2\ge0\). The cross terms vanish, because \(v\cdot Tw=(Tv)\cdot w=E_0\,v\cdot w=0\). Hence

\[
x\cdot Hx=(E_0+s)a^2+w\cdot Tw\;\ge\;(E_0+s)a^2+E_1(x\cdot x-a^2).
\]

The right-hand side can be written in two ways:

\[
E_1\,x\cdot x+(s-E_1+E_0)\,a^2
=(E_0+s)\,x\cdot x+(E_1-E_0-s)(x\cdot x-a^2).
\]

If \(s\ge E_1-E_0\), the first form shows that \(u\) is a ground state. If \(s\le E_1-E_0\), the second shows that \(v\) is one. Conversely, if \(u\) is a ground state, the trial state \(v\) gives \(E_1\le E_0+s\); if \(v\) is a ground state, the trial state \(u\) gives \(E_0+s\le E_1\). At equality both are ground states.

If every \(v_i>0\), then \(u\) must change sign. Were all \(u_i\ge0\), the sum \(\sum_i v_iu_i=0\) would have only nonnegative terms, so each would vanish and \(u=0\). The same argument for \(-u\) excludes all \(u_i\le0\).

## Three sites

Number the sites 0, 1, 2 and take

\[
T=\begin{pmatrix}2&-1&0\\-1&2&-1\\0&-1&2\end{pmatrix},\qquad
v=\tfrac12(1,\sqrt2,1),\qquad u=(1,0,-1).
\]

Multiplication gives \(v\cdot v=1\), \(v\cdot u=0\), \(Tv=(2-\sqrt2)v\) and \(Tu=2u\). The normalised form of \(u\) is \((1,0,-1)/\sqrt2\). If \(v\cdot x=0\), then \(x_0+x_2=-\sqrt2\,x_1\), so

\[
x\cdot Tx=2\,x\cdot x-2x_1(x_0+x_2)=2\,x\cdot x+2\sqrt2\,x_1^2\ge2\,x\cdot x .
\]

Thus \(E_0=2-\sqrt2\), \(E_1=2\), and the crossing is at \(s=\sqrt2\).

For the whole spectrum, put \(m=\mu-2\). The matrix \(\mu-H\) has corner diagonal entries \(A=m-s/4\), central entry \(D=m-s/2\), nearest-neighbour entries \(B=1-\sqrt2\,s/4\) and far corner entries \(C=-s/4\). Its determinant is

\[
\begin{aligned}
(A-C)\bigl[D(A+C)-2B^2\bigr]
&=m\bigl[(m-s/2)^2-(\sqrt2-s/2)^2\bigr]\\
&=m\,(m+\sqrt2-s)(m-\sqrt2),
\end{aligned}
\]

with roots \(\mu=2,\ 2-\sqrt2+s,\ 2+\sqrt2\).

Finally, let \(s>\sqrt2\) and \(Hx=2x\). Taking the product with \(2v\) gives \((s-\sqrt2)(x_0+\sqrt2x_1+x_2)=0\), so the overlap with \(v\) vanishes. The first row of the eigenvalue equation then gives \(x_1=0\), and hence \(x_2=-x_0\). The ground state is unique up to a factor.

## States, energies and hypotheses in Lean

The type `n` is a finite set of sites, a state is a function `n → ℝ`, and `⬝ᵥ` and `*ᵥ` are the dot product and the action of a matrix on a vector.

```lean
import Mathlib

open Matrix

namespace SeparableGhostState

noncomputable section

variable {n : Type*} [Fintype n]
```

The matrix `vecMulVec v v` is \(vv^{\mathsf T}\). In this definition `v` is arbitrary.

```lean
/-- The Hamiltonian `T` with a separable potential of strength `s` built on the projector
function `v`. -/
def separable (T : Matrix n n ℝ) (v : n → ℝ) (s : ℝ) : Matrix n n ℝ :=
  T + s • vecMulVec v v
```

A ground state is defined variationally. Trial states need not be normalised, so the energy multiplies `y ⬝ᵥ y`.

```lean
/-- `x` is a ground state of `H` with energy `E`: a nonzero eigenvector whose energy is a lower
bound for the energy of every trial state. -/
def IsGroundState (H : Matrix n n ℝ) (E : ℝ) (x : n → ℝ) : Prop :=
  x ≠ 0 ∧ H *ᵥ x = E • x ∧ ∀ y, E * (y ⬝ᵥ y) ≤ y ⬝ᵥ H *ᵥ y
```

The next structure collects the hypotheses of the general argument. The field `gap` says that \(u\) is lowest among the states orthogonal to \(v\); it is assumed here and proved later for the chain. The ordering \(E_0\le E_1\) is not required.

```lean
/-- A normalised reference eigenstate `v` of the symmetric matrix `T` with energy `E₀`, and an
eigenstate `u` with energy `E₁` that is lowest among the states orthogonal to `v`. -/
structure ReferencePair (T : Matrix n n ℝ) (v u : n → ℝ) (E₀ E₁ : ℝ) : Prop where
  symm : T.IsSymm
  norm : v ⬝ᵥ v = 1
  eig_v : T *ᵥ v = E₀ • v
  ne : u ≠ 0
  orth : v ⬝ᵥ u = 0
  eig_u : T *ᵥ u = E₁ • u
  gap : ∀ x, v ⬝ᵥ x = 0 → E₁ * (x ⬝ᵥ x) ≤ x ⬝ᵥ T *ᵥ x
```

## From the overlap to the crossing criterion

The first lemma is the formula \(Hx=Tx+s(v\cdot x)v\), proved component by component.

```lean
/-- The separable potential acts on a state through its overlap with `v`. -/
theorem separable_mulVec (T : Matrix n n ℝ) (v x : n → ℝ) (s : ℝ) :
    separable T v s *ᵥ x = T *ᵥ x + (s * (v ⬝ᵥ x)) • v := by
  ext i
  simp only [separable, mulVec, dotProduct, Matrix.add_apply, Matrix.smul_apply,
    vecMulVec_apply, Pi.add_apply, Pi.smul_apply, smul_eq_mul, add_mul,
    Finset.sum_add_distrib, Finset.mul_sum, Finset.sum_mul]
  congr 1
  apply Finset.sum_congr rfl
  intro j _
  ring
```

Normalisation and orthogonality then give the two eigenvalue equations.

```lean
/-- The separable potential shifts the energy of `v` by `s` and leaves that of `u` unchanged. -/
theorem separable_eigenstates {T : Matrix n n ℝ} {v u : n → ℝ} {E₀ E₁ : ℝ}
    (h : ReferencePair T v u E₀ E₁) (s : ℝ) :
    separable T v s *ᵥ v = (E₀ + s) • v ∧ separable T v s *ᵥ u = E₁ • u := by
  constructor
  · rw [separable_mulVec, h.eig_v, h.norm, mul_one, ← add_smul]
  · rw [separable_mulVec, h.eig_u, h.orth, mul_zero, zero_smul, add_zero]
```

The lower bound follows the splitting \(x=av+w\). The step `hvT` uses the symmetry of \(T\), `hw` applies `gap` to \(w=x-(v\cdot x)v\), and `hpos` is \(w\cdot w\ge0\). After `simp only` has expanded the products, `nlinarith` completes the scalar inequalities.

```lean
/-- The energy of a trial state is at least `E₀ + s` times its weight on `v` plus `E₁` times
its remaining weight, and that remaining weight is nonnegative. -/
theorem energy_bound {T : Matrix n n ℝ} {v u : n → ℝ} {E₀ E₁ : ℝ}
    (h : ReferencePair T v u E₀ E₁) (s : ℝ) (x : n → ℝ) :
    (E₀ + s) * (v ⬝ᵥ x) ^ 2 + E₁ * (x ⬝ᵥ x - (v ⬝ᵥ x) ^ 2) ≤ x ⬝ᵥ separable T v s *ᵥ x ∧
      0 ≤ x ⬝ᵥ x - (v ⬝ᵥ x) ^ 2 := by
  have hvT : v ⬝ᵥ T *ᵥ x = E₀ * (v ⬝ᵥ x) := by
    rw [Matrix.dotProduct_mulVec, ← Matrix.mulVec_transpose, h.symm.eq, h.eig_v,
      smul_dotProduct, smul_eq_mul]
  -- remove the component along `v` and use the gap on what is left
  have hw := h.gap (x - (v ⬝ᵥ x) • v) (by
    rw [dotProduct_sub, dotProduct_smul, h.norm, smul_eq_mul, mul_one, sub_self])
  have hpos : 0 ≤ (x - (v ⬝ᵥ x) • v) ⬝ᵥ (x - (v ⬝ᵥ x) • v) :=
    Finset.sum_nonneg fun i _ => mul_self_nonneg _
  simp only [Matrix.mulVec_sub, Matrix.mulVec_smul, h.eig_v, sub_dotProduct, dotProduct_sub,
    smul_dotProduct, dotProduct_smul, smul_eq_mul, h.norm, hvT, dotProduct_comm x v] at hw hpos
  constructor
  · rw [separable_mulVec, dotProduct_add, dotProduct_smul, dotProduct_comm x v, smul_eq_mul]
    nlinarith
  · nlinarith
```

The criterion consists of two equivalences, hence four implications. Two of them test the variational bound on \(v\) or \(u\). The other two use the rewritten lower bounds, whose nonnegative products are passed to `nlinarith`.

```lean
/-- The state `u` is a ground state exactly when the strength reaches the gap `E₁ - E₀`, and the
reference state `v` is a ground state exactly when the strength does not exceed it. -/
theorem ghost_criterion {T : Matrix n n ℝ} {v u : n → ℝ} {E₀ E₁ : ℝ}
    (h : ReferencePair T v u E₀ E₁) (s : ℝ) :
    (IsGroundState (separable T v s) E₁ u ↔ E₁ - E₀ ≤ s) ∧
      (IsGroundState (separable T v s) (E₀ + s) v ↔ s ≤ E₁ - E₀) := by
  obtain ⟨hv, hu⟩ := separable_eigenstates h s
  have hv0 : v ≠ 0 := by
    intro h0
    have h1 := h.norm
    rw [h0, zero_dotProduct] at h1
    exact zero_ne_one h1
  refine ⟨⟨fun hg => ?_, fun hs => ⟨h.ne, hu, fun x => ?_⟩⟩,
    ⟨fun hg => ?_, fun hs => ⟨hv0, hv, fun x => ?_⟩⟩⟩
  · -- test the variational bound on `v`
    have h1 := hg.2.2 v
    rw [hv, dotProduct_smul, h.norm, smul_eq_mul] at h1
    linarith
  · have h1 := (energy_bound h s x).1
    nlinarith [mul_nonneg (sub_nonneg.2 hs) (sq_nonneg (v ⬝ᵥ x))]
  · -- test the variational bound on `u`
    have h1 := hg.2.2 u
    rw [hu, dotProduct_smul, smul_eq_mul] at h1
    have h2 : 0 < u ⬝ᵥ u :=
      lt_of_le_of_ne (Finset.sum_nonneg fun i _ => mul_self_nonneg _)
        (fun h0 => h.ne (dotProduct_self_eq_zero.1 h0.symm))
    have h3 := le_of_mul_le_mul_right h1 h2
    linarith
  · obtain ⟨h1, h2⟩ := energy_bound h s x
    nlinarith [mul_nonneg (sub_nonneg.2 hs) h2]
```

The sign argument is separate and needs neither a Hamiltonian nor normalisation. Its inner statement `key` finds a negative component, and is applied to both `u` and `-u`.

```lean
/-- A nonzero state orthogonal to an everywhere positive state takes both signs. -/
theorem changes_sign {v u : n → ℝ} (hv : ∀ i, 0 < v i) (hu : u ≠ 0) (ho : v ⬝ᵥ u = 0) :
    (∃ i, u i < 0) ∧ ∃ j, 0 < u j := by
  have key : ∀ w : n → ℝ, w ≠ 0 → v ⬝ᵥ w = 0 → ∃ i, w i < 0 := by
    intro w hw h0
    by_contra hc
    have hc' : ∀ i, 0 ≤ w i := fun i => le_of_not_gt fun hi => hc ⟨i, hi⟩
    have hz := (Finset.sum_eq_zero_iff_of_nonneg
      (fun i _ => mul_nonneg (hv i).le (hc' i))).1 h0
    exact hw (funext fun i =>
      (mul_eq_zero.1 (hz i (Finset.mem_univ i))).resolve_left (hv i).ne')
  refine ⟨key u hu ho, ?_⟩
  obtain ⟨j, hj⟩ := key (-u) (neg_ne_zero.2 hu) (by rw [dotProduct_neg, ho, neg_zero])
  exact ⟨j, by simpa using hj⟩
```

## The chain and its exact spectrum

The matrix `chain` is the finite-difference kinetic energy on three sites with hard walls, in units of the hopping energy.

```lean
/-- The kinetic matrix of the three-site chain. -/
def chain : Matrix (Fin 3) (Fin 3) ℝ := !![2, -1, 0; -1, 2, -1; 0, -1, 2]
```

The reference state is normalised.

```lean
/-- The nodeless state `(1, √2, 1) / 2` of the chain. -/
def nodeless : Fin 3 → ℝ := ![1 / 2, √2 / 2, 1 / 2]
```

The state `ghost` has squared norm 2, which affects neither its energy nor its status as a ground state.

```lean
/-- The state `(1, 0, -1)` of the chain. -/
def ghost : Fin 3 → ℝ := ![1, 0, -1]
```

The seven fields of `ReferencePair` are now checked in order. The last bullet is the calculation of \(x\cdot Tx\) above, with `h2` expressing \(x_1(x_0+x_2)=-\sqrt2\,x_1^2\).

```lean
/-- On the three-site chain, `nodeless` and `ghost` form a reference pair with energies
`2 - √2` and `2`. -/
theorem chain_witness : ReferencePair chain nodeless ghost (2 - √2) 2 := by
  have hr : √2 ^ 2 = (2 : ℝ) := Real.sq_sqrt (by norm_num)
  refine ⟨?_, ?_, ?_, ?_, ?_, ?_, ?_⟩
  · apply Matrix.IsSymm.ext
    intro i j
    fin_cases i <;> fin_cases j <;> simp [chain]
  · simp only [dotProduct, Fin.sum_univ_three]
    change 1 / 2 * (1 / 2) + √2 / 2 * (√2 / 2) + 1 / 2 * (1 / 2) = (1 : ℝ)
    linear_combination hr / 4
  · ext i
    fin_cases i <;> simp [chain, nodeless, mulVec, dotProduct, Fin.sum_univ_three]
    all_goals first | ring1 | linear_combination hr / 2
  · intro h0
    have h1 := congrFun h0 0
    simp [ghost] at h1
  · simp [nodeless, ghost, dotProduct, Fin.sum_univ_three]
  · ext i
    fin_cases i <;> simp [chain, ghost, mulVec, dotProduct, Fin.sum_univ_three]
  · intro x hx
    have hx' : 1 / 2 * x 0 + √2 / 2 * x 1 + 1 / 2 * x 2 = 0 := by
      simp only [dotProduct, Fin.sum_univ_three] at hx
      exact hx
    have e : x ⬝ᵥ chain *ᵥ x = 2 * (x ⬝ᵥ x) - 2 * (x 1 * (x 0 + x 2)) := by
      simp [chain, mulVec, dotProduct, Fin.sum_univ_three]
      ring
    have h2 : x 1 * (x 0 + x 2) = -(√2 * (x 1 * x 1)) := by
      linear_combination 2 * x 1 * hx'
    rw [e, h2]
    linarith [mul_nonneg (Real.sqrt_nonneg 2) (mul_self_nonneg (x 1))]
```

The entries of \(H\) are written out once for use in the determinant and the uniqueness proof.

```lean
/-- The matrix elements of the chain Hamiltonian with the separable potential. -/
theorem chain_entries (s : ℝ) : separable chain nodeless s =
    !![2 + s / 4, -1 + √2 * s / 4, s / 4;
       -1 + √2 * s / 4, 2 + s / 2, -1 + √2 * s / 4;
       s / 4, -1 + √2 * s / 4, 2 + s / 4] := by
  have hr : √2 ^ 2 = (2 : ℝ) := Real.sq_sqrt (by norm_num)
  ext i j
  fin_cases i <;> fin_cases j <;> simp [separable, chain, nodeless]
  all_goals first | ring1 | linear_combination s / 4 * hr
```

The exact arithmetic of the chain turns on the tactic `linear_combination`. It takes known equations with chosen coefficients, subtracts their combination from the goal, and asks for the remainder to vanish by ring algebra. Ring algebra treats \(\sqrt2\) as an unknown \(r\), so the fact \(r^2=2\) has to be supplied as `hr`. With \(r\) left free, the determinant and the factorised form differ by

\[
(\mu-2)\left(1-\frac{s^2}{8}\right)(r^2-2),
\]

and the factor in front of \(r^2-2\) is the coefficient given to the tactic. The theorem holds for all real `s` and `μ`, so it gives the eigenvalues with their multiplicities, including the values of \(s\) at which two coincide.

```lean
/-- The characteristic determinant of the chain with the separable potential has the roots
`2 - √2 + s`, `2` and `2 + √2`. -/
theorem chain_spectrum (s μ : ℝ) :
    (μ • (1 : Matrix (Fin 3) (Fin 3) ℝ) - separable chain nodeless s).det =
      (μ - (2 - √2 + s)) * (μ - 2) * (μ - (2 + √2)) := by
  have hr : √2 ^ 2 = (2 : ℝ) := Real.sq_sqrt (by norm_num)
  rw [chain_entries, Matrix.det_fin_three]
  simp
  linear_combination (μ - 2) * (1 - s ^ 2 / 8) * hr
```

The last theorem combines the criterion with the uniqueness argument. The equations `h0`, `h1` and `h2` are the rows of \(Hx=2x\). Their combination with weights \(1,\sqrt2,1\) is `hp`, the product with \(2v\), and division by \(s-\sqrt2\neq0\) gives zero overlap. The conclusion lists the ground state, its uniqueness, the higher energy of the nodeless eigenstate and the positivity of that state. The sign change of `ghost` can be read from its components.

```lean
/-- For `s > √2` the ground state of the chain with the separable potential of strength `s` built on
`nodeless` is `(1, 0, -1)`, unique up to a factor, while the everywhere positive state `(1, √2, 1) /
2` is an eigenstate at the higher energy `2 - √2 + s`. -/
theorem chain_ghost {s : ℝ} (hs : √2 < s) :
    IsGroundState (separable chain nodeless s) 2 ghost ∧
      (∀ x, separable chain nodeless s *ᵥ x = (2 : ℝ) • x → ∃ c : ℝ, x = c • ghost) ∧
      separable chain nodeless s *ᵥ nodeless = (2 - √2 + s) • nodeless ∧
      2 < 2 - √2 + s ∧ ∀ i, 0 < nodeless i := by
  have hr : √2 ^ 2 = (2 : ℝ) := Real.sq_sqrt (by norm_num)
  refine ⟨(ghost_criterion chain_witness s).1.2 (by linarith), fun x hx => ?_,
    (separable_eigenstates chain_witness s).1, by linarith, fun i => ?_⟩
  · rw [chain_entries] at hx
    have h0 : (2 + s / 4) * x 0 + (-1 + √2 * s / 4) * x 1 + s / 4 * x 2 = 2 * x 0 := by
      have h := congrFun hx 0
      simp only [mulVec, dotProduct, Fin.sum_univ_three] at h
      exact h
    have h1 : (-1 + √2 * s / 4) * x 0 + (2 + s / 2) * x 1 + (-1 + √2 * s / 4) * x 2
        = 2 * x 1 := by
      have h := congrFun hx 1
      simp only [mulVec, dotProduct, Fin.sum_univ_three] at h
      exact h
    have h2 : s / 4 * x 0 + (-1 + √2 * s / 4) * x 1 + (2 + s / 4) * x 2 = 2 * x 2 := by
      have h := congrFun hx 2
      simp only [mulVec, dotProduct, Fin.sum_univ_three] at h
      exact h
    -- the overlap with the nodeless state must vanish
    have hp : (s - √2) * (x 0 + √2 * x 1 + x 2) = 0 := by
      linear_combination h0 + √2 * h1 + h2 - (s / 4 * (x 0 + x 2) + x 1) * hr
    have hp0 := (mul_eq_zero.1 hp).resolve_left (sub_pos.2 hs).ne'
    have hx1 : x 1 = 0 := by linear_combination s / 4 * hp0 - h0
    have hx2 : x 2 = -x 0 := by linear_combination hp0 - √2 * hx1
    refine ⟨x 0, ?_⟩
    ext i
    fin_cases i <;> simp [ghost, hx1, hx2]
  · fin_cases i <;> simp [nodeless]

end

end SeparableGhostState
```

```lean
#print axioms SeparableGhostState.changes_sign
-- 'SeparableGhostState.changes_sign' depends on axioms: [propext, Classical.choice, Quot.sound]
#print axioms SeparableGhostState.chain_spectrum
-- 'SeparableGhostState.chain_spectrum' depends on axioms: [propext, Classical.choice, Quot.sound]
#print axioms SeparableGhostState.chain_ghost
-- 'SeparableGhostState.chain_ghost' depends on axioms: [propext, Classical.choice, Quot.sound]
```

## A projector that is not an eigenstate

In a practical separable pseudopotential the projector \(p\) is generally not an eigenstate of the remaining Hamiltonian \(T\). The definition `separable` would already accept such a \(p\), but the hypothesis `eig_v` would have to go, and the simple shift \(E_0\mapsto E_0+s\) with it. The eigenvalues \(\lambda\) of \(T+s\,pp^{\mathsf T}\) that are not eigenvalues of \(T\) would instead solve

\[
1+s\,p\cdot(T-\lambda)^{-1}p=0 .
\]

The criterion would then compare the reference energy with the levels of \(T\). A rank-one term cannot raise the lowest level above the second level of \(T\), so a reference state with an energy higher than that second level has another state below it. This version is not proved here; the bound on the lowest level follows, for example, from the interlacing of eigenvalues.
